# Merging two reference energies: for differentiable partial waves and projectors, det B(h)/h² has a finite limit

## Question

Take a pseudo partial wave φ(ε) and its projector χ(ε), both differentiable in the energy ε at ε = e, and build the 2×2 overlap matrix B(h) from the reference energies e and e + h. I claim that, as h → 0,

det B(h) / h² → ⟨φ,χ⟩⟨φ',χ'⟩ − ⟨φ,χ'⟩⟨φ',χ⟩,

with everything on the right taken at e. So B becomes singular when the energies merge. Can this be made rigorous and machine-checked? And does the separable potential, which contains B⁻¹, blow up too?

## Answer

The limit holds as you state it. Call its value D. If D ≠ 0, the potential does not blow up: applied to any fixed vector, it converges to the potential built from the pairs (φ,φ') and (χ,χ'), even though B⁻¹ generally grows like h⁻².

### Factoring h² out of the determinant and the potential

Number the reference energies e₀ = e and e₁ = e + h, with h ≠ 0, and set B_ij = ⟨φ(e_i), χ(e_j)⟩. Write φ, χ for the values at e, and introduce the difference quotients

δφ = (φ(e+h) − φ)/h,  δχ = (χ(e+h) − χ)/h.

Then φ(e+h) = φ + h δφ and χ(e+h) = χ + h δχ exactly. With

s = ⟨φ,χ⟩, α = ⟨φ,δχ⟩, β = ⟨δφ,χ⟩, γ = ⟨δφ,δχ⟩,

the matrix elements are

B₀₀ = s
B₀₁ = s + hα
B₁₀ = s + hβ
B₁₁ = s + hα + hβ + h²γ.

The terms of order 1 and h cancel in the determinant:

det B = s(s + hα + hβ + h²γ) − (s + hα)(s + hβ) = h²(sγ − αβ).

As h → 0, δφ → φ' and δχ → χ'. The inner product is continuous, so sγ − αβ → D. Multiplying by h² gives det B → 0. If D ≠ 0, the quotient det B/h² is nonzero for all small nonzero h, and so is det B.

For the inverse, use the adjugate:

h² B⁻¹ = (h²/det B) · [B₁₁, −B₀₁; −B₁₀, B₀₀] → (s/D) · [1, −1; −1, 1].

The potential is V u = Σ_ij χ(e_i) (B⁻¹)_ij ⟨χ(e_j),u⟩. Put x = ⟨χ,u⟩ and y = ⟨δχ,u⟩. Inserting the adjugate,

det B · V u = [B₁₁x − B₀₁(x + hy)] χ + [B₀₀(x + hy) − B₁₀x] (χ + h δχ).

The first bracket is h(βx − sy) + h²(γx − αy), and the second is h(sy − βx). The terms linear in h cancel, leaving

det B · V u = h² [(γx − αy) χ + (sy − βx) δχ].

Dividing by det B = h²(sγ − αβ) removes h². What remains is exactly the potential built from (φ,δφ) and (χ,δχ), and it converges because D ≠ 0.

### What the theorems say about partial waves and projectors

`E` is any real inner-product space; completeness is not needed. For one angular-momentum channel, think of square-integrable real radial functions inside the core radius. The curves `φ χ : ℝ → E` are the energy-dependent partial wave and projector, and `HasDerivAt φ φ' e` says that φ has derivative `φ'` at e in the norm of `E`.

`sample f e h` is the pair of values at e and e + h, `overlap` is B, and `separable` is V. Indices run over 0 and 1. The filter `𝓝[≠] 0` means h → 0 from both sides with h = 0 excluded.

- `det_div_sq_tendsto` is your claim, with no condition on D.
- `det_tendsto_zero` gives the degeneration of B.
- `eventually_det_ne_zero`, `sq_mul_inv_tendsto` and `separable_tendsto` assume `hD`, which is D ≠ 0. This requires φ and φ' to be linearly independent, and likewise χ and χ'; independence alone is not sufficient.

Differentiability is assumed, not derived from a radial equation. It requires a pseudization recipe that varies smoothly with energy, including the normalisation and sign of φ. The relation χ = (ε − T − V_loc)φ, with kinetic energy T and local potential V_loc, is not imposed, and neither is norm conservation. Symmetry of B is not assumed either; when B is symmetric and invertible, this V satisfies V φ(e_i) = χ(e_i). Convergence of V is for each fixed u, with two projectors only.

```lean
import Mathlib

open Filter Topology
open scoped InnerProductSpace

namespace MergingReferenceEnergies

noncomputable section

variable {E : Type*} [NormedAddCommGroup E] [InnerProductSpace ℝ E]

/-- The matrix `B i j = ⟨p i, q j⟩` of overlaps between two partial waves and two projectors. -/
def overlap (p q : Fin 2 → E) : Matrix (Fin 2) (Fin 2) ℝ :=
  Matrix.of fun i j => ⟪p i, q j⟫_ℝ

/-- The two-projector separable potential `V u = ∑ q i (B⁻¹) i j ⟨q j, u⟩`. -/
def separable (p q : Fin 2 → E) (u : E) : E :=
  ∑ i, ∑ j, ((overlap p q)⁻¹ i j * ⟪q j, u⟫_ℝ) • q i

/-- The values of an energy-dependent vector at the reference energies `e` and `e + h`. -/
def sample (f : ℝ → E) (e h : ℝ) : Fin 2 → E := ![f e, f (e + h)]

/-- The determinant of the overlap matrix, written out in inner products. -/
theorem det_overlap (a b c d : E) :
    (overlap ![a, b] ![c, d]).det = ⟪a, c⟫_ℝ * ⟪b, d⟫_ℝ - ⟪a, d⟫_ℝ * ⟪b, c⟫_ℝ := by
  rw [Matrix.det_fin_two]
  rfl

/-- Displacing the second partial wave and the second projector from the first ones by `h • b`
and `h • d` gives a determinant with an exact factor `h ^ 2`. -/
theorem det_overlap_displaced (a b c d : E) (h : ℝ) :
    (overlap ![a, a + h • b] ![c, c + h • d]).det
      = h ^ 2 * (overlap ![a, b] ![c, d]).det := by
  simp only [det_overlap, inner_add_left, inner_add_right, real_inner_smul_left,
    real_inner_smul_right]
  ring

/-- The separable potential of two pairs, written out with the cofactors of the overlap matrix. -/
theorem separable_pair (a b c d u : E) :
    separable ![a, b] ![c, d] u = ((overlap ![a, b] ![c, d]).det)⁻¹ •
      ((⟪b, d⟫_ℝ * ⟪c, u⟫_ℝ - ⟪a, d⟫_ℝ * ⟪d, u⟫_ℝ) • c
        + (⟪a, c⟫_ℝ * ⟪d, u⟫_ℝ - ⟪b, c⟫_ℝ * ⟪c, u⟫_ℝ) • d) := by
  have hinv : (overlap ![a, b] ![c, d])⁻¹ = ((overlap ![a, b] ![c, d]).det)⁻¹ •
      !![⟪b, d⟫_ℝ, -⟪a, d⟫_ℝ; -⟪b, c⟫_ℝ, ⟪a, c⟫_ℝ] := by
    rw [Matrix.inv_def, Ring.inverse_eq_inv', Matrix.adjugate_fin_two]
    rfl
  simp only [separable, hinv, Fin.sum_univ_two, Matrix.smul_apply, smul_eq_mul]
  generalize ((overlap ![a, b] ![c, d]).det)⁻¹ = D
  change ((D * ⟪b, d⟫_ℝ * ⟪c, u⟫_ℝ) • c + (D * -⟪a, d⟫_ℝ * ⟪d, u⟫_ℝ) • c)
    + ((D * -⟪b, c⟫_ℝ * ⟪c, u⟫_ℝ) • d + (D * ⟪a, c⟫_ℝ * ⟪d, u⟫_ℝ) • d) = _
  module

/-- The separable potential is unchanged when the second partial wave and projector are replaced
by their displacements from the first ones, divided by `h`. -/
theorem separable_displaced (a b c d u : E) {h : ℝ} (hh : h ≠ 0) :
    separable ![a, a + h • b] ![c, c + h • d] u = separable ![a, b] ![c, d] u := by
  have key : (⟪a + h • b, c + h • d⟫_ℝ * ⟪c, u⟫_ℝ
        - ⟪a, c + h • d⟫_ℝ * ⟪c + h • d, u⟫_ℝ) • c
      + (⟪a, c⟫_ℝ * ⟪c + h • d, u⟫_ℝ - ⟪a + h • b, c⟫_ℝ * ⟪c, u⟫_ℝ) • (c + h • d)
      = h ^ 2 • ((⟪b, d⟫_ℝ * ⟪c, u⟫_ℝ - ⟪a, d⟫_ℝ * ⟪d, u⟫_ℝ) • c
        + (⟪a, c⟫_ℝ * ⟪d, u⟫_ℝ - ⟪b, c⟫_ℝ * ⟪c, u⟫_ℝ) • d) := by
    simp only [inner_add_left, inner_add_right, real_inner_smul_left, real_inner_smul_right]
    module
  -- the factor h² on the right of `key` cancels that of the determinant
  rw [separable_pair, separable_pair, det_overlap_displaced, key, smul_smul, mul_inv,
    mul_right_comm, inv_mul_cancel₀ (pow_ne_zero 2 hh), one_mul]

/-- The second sampled value is the first one plus `h` times the difference quotient. -/
theorem sample_eq (f : ℝ → E) (e : ℝ) {h : ℝ} (hh : h ≠ 0) :
    sample f e h = ![f e, f e + h • (h⁻¹ • (f (e + h) - f e))] := by
  rw [smul_smul, mul_inv_cancel₀ hh, one_smul, add_sub_cancel]
  rfl

variable {φ χ : ℝ → E} {φ' χ' : E} {e : ℝ}

/-- As the two reference energies merge, the determinant of the overlap matrix divided by the
square of their separation tends to `⟨φ,χ⟩⟨φ',χ'⟩ - ⟨φ,χ'⟩⟨φ',χ⟩`. -/
theorem det_div_sq_tendsto (hφ : HasDerivAt φ φ' e) (hχ : HasDerivAt χ χ' e) :
    Tendsto (fun h => (overlap (sample φ e h) (sample χ e h)).det / h ^ 2) (𝓝[≠] 0)
      (𝓝 (⟪φ e, χ e⟫_ℝ * ⟪φ', χ'⟫_ℝ - ⟪φ e, χ'⟫_ℝ * ⟪φ', χ e⟫_ℝ)) := by
  have a := hasDerivAt_iff_tendsto_slope_zero.mp hφ
  have b := hasDerivAt_iff_tendsto_slope_zero.mp hχ
  have hF : Continuous fun p : E × E =>
      ⟪φ e, χ e⟫_ℝ * ⟪p.1, p.2⟫_ℝ - ⟪φ e, p.2⟫_ℝ * ⟪p.1, χ e⟫_ℝ := by fun_prop
  refine Tendsto.congr' ?_ ((hF.tendsto (φ', χ')).comp (a.prodMk_nhds b))
  filter_upwards [self_mem_nhdsWithin] with h hh
  have hh : h ≠ 0 := hh
  symm
  rw [sample_eq φ e hh, sample_eq χ e hh, det_overlap_displaced,
    mul_div_cancel_left₀ _ (pow_ne_zero 2 hh), det_overlap]
  rfl

/-- If the partial wave and the projector are differentiable at `e`, the determinant of the overlap
matrix tends to zero as the reference energies merge. -/
theorem det_tendsto_zero (hφ : HasDerivAt φ φ' e) (hχ : HasDerivAt χ χ' e) :
    Tendsto (fun h => (overlap (sample φ e h) (sample χ e h)).det) (𝓝[≠] 0) (𝓝 0) := by
  have h2 : Tendsto (fun h : ℝ => h ^ 2) (𝓝[≠] 0) (𝓝 0) :=
    (Continuous.tendsto' (by fun_prop) 0 0 (by norm_num)).mono_left nhdsWithin_le_nhds
  have h3 := (det_div_sq_tendsto hφ hχ).mul h2
  rw [mul_zero] at h3
  refine h3.congr' ?_
  filter_upwards [self_mem_nhdsWithin] with h hh
  exact div_mul_cancel₀ _ (pow_ne_zero 2 hh)

/-- If the determinant built from values and energy derivatives is nonzero, the overlap matrix is
nonsingular for all sufficiently small nonzero separations. -/
theorem eventually_det_ne_zero (hφ : HasDerivAt φ φ' e) (hχ : HasDerivAt χ χ' e)
    (hD : (overlap ![φ e, φ'] ![χ e, χ']).det ≠ 0) :
    ∀ᶠ h in 𝓝[≠] 0, (overlap (sample φ e h) (sample χ e h)).det ≠ 0 := by
  rw [det_overlap] at hD
  refine ((det_div_sq_tendsto hφ hχ).eventually_ne hD).mono fun h hh h0 => hh ?_
  rw [h0, zero_div]

/-- If the determinant built from values and energy derivatives is nonzero, the inverse overlap
matrix times the squared energy separation tends, entry by entry, to a multiple of the matrix with
rows `(1, -1)` and `(-1, 1)`. -/
theorem sq_mul_inv_tendsto (hφ : HasDerivAt φ φ' e) (hχ : HasDerivAt χ χ' e)
    (hD : (overlap ![φ e, φ'] ![χ e, χ']).det ≠ 0) (i j : Fin 2) :
    Tendsto (fun h => h ^ 2 * (overlap (sample φ e h) (sample χ e h))⁻¹ i j) (𝓝[≠] 0)
      (𝓝 (⟪φ e, χ e⟫_ℝ / (overlap ![φ e, φ'] ![χ e, χ']).det
        * (!![1, -1; -1, 1] : Matrix (Fin 2) (Fin 2) ℝ) i j)) := by
  have hdet := det_div_sq_tendsto hφ hχ
  rw [← det_overlap] at hdet
  have hs : Tendsto (fun h : ℝ => e + h) (𝓝[≠] 0) (𝓝 e) :=
    (Continuous.tendsto' (by fun_prop) 0 e (by simp)).mono_left nhdsWithin_le_nhds
  have cφ := hφ.continuousAt.tendsto.comp hs
  have cχ := hχ.continuousAt.tendsto.comp hs
  -- each cofactor depends continuously on the second pair, so it has a finite limit
  have hc : Continuous fun p : E × E => (overlap ![φ e, p.1] ![χ e, p.2]).adjugate i j := by
    simp only [Matrix.adjugate_fin_two]
    fin_cases i <;> fin_cases j <;> simp [overlap] <;> fun_prop
  have hlim := (hc.tendsto (φ e, χ e)).comp (cφ.prodMk_nhds cχ)
  have hv : ∀ D : ℝ, ⟪φ e, χ e⟫_ℝ / D * (!![1, -1; -1, 1] : Matrix (Fin 2) (Fin 2) ℝ) i j
      = D⁻¹ * (overlap ![φ e, φ e] ![χ e, χ e]).adjugate i j := by
    intro D
    rw [Matrix.adjugate_fin_two]
    fin_cases i <;> fin_cases j <;> simp [overlap] <;> ring
  rw [hv]
  refine ((hdet.inv₀ hD).mul hlim).congr fun h => ?_
  change ((overlap (sample φ e h) (sample χ e h)).det / h ^ 2)⁻¹
    * (overlap (sample φ e h) (sample χ e h)).adjugate i j = _
  rw [Matrix.inv_def, Ring.inverse_eq_inv', Matrix.smul_apply, smul_eq_mul, inv_div,
    div_eq_mul_inv, mul_assoc]

/-- If the determinant built from values and energy derivatives is nonzero, the separable potential
tends, on every vector, to the one built from `φ, φ'` and `χ, χ'` as the energies merge. -/
theorem separable_tendsto (hφ : HasDerivAt φ φ' e) (hχ : HasDerivAt χ χ' e)
    (hD : (overlap ![φ e, φ'] ![χ e, χ']).det ≠ 0) (u : E) :
    Tendsto (fun h => separable (sample φ e h) (sample χ e h) u) (𝓝[≠] 0)
      (𝓝 (separable ![φ e, φ'] ![χ e, χ'] u)) := by
  have a := hasDerivAt_iff_tendsto_slope_zero.mp hφ
  have b := hasDerivAt_iff_tendsto_slope_zero.mp hχ
  -- the potential depends continuously on the second pair while the determinant is nonzero
  have hT : ∀ x y : ℝ → E, Tendsto x (𝓝[≠] 0) (𝓝 φ') → Tendsto y (𝓝[≠] 0) (𝓝 χ') →
      Tendsto (fun h => separable ![φ e, x h] ![χ e, y h] u) (𝓝[≠] 0)
        (𝓝 (separable ![φ e, φ'] ![χ e, χ'] u)) := by
    intro x y hx hy
    have hxy := Filter.Tendsto.inner (𝕜 := ℝ) hx hy
    have hxc := Filter.Tendsto.inner (𝕜 := ℝ) hx (tendsto_const_nhds (x := χ e))
    have hay := Filter.Tendsto.inner (𝕜 := ℝ) (tendsto_const_nhds (x := φ e)) hy
    have hyu := Filter.Tendsto.inner (𝕜 := ℝ) hy (tendsto_const_nhds (x := u))
    rw [det_overlap] at hD
    have hdet := ((hxy.const_mul ⟪φ e, χ e⟫_ℝ).sub (hay.mul hxc)).inv₀ hD
    have h1 := ((hxy.mul_const ⟪χ e, u⟫_ℝ).sub (hay.mul hyu)).smul_const (χ e)
    have h2 := ((hyu.const_mul ⟪φ e, χ e⟫_ℝ).sub (hxc.mul_const ⟪χ e, u⟫_ℝ)).smul hy
    simp only [separable_pair, det_overlap]
    exact hdet.smul (h1.add h2)
  refine (hT _ _ a b).congr' ?_
  filter_upwards [self_mem_nhdsWithin] with h hh
  have hh : h ≠ 0 := hh
  rw [sample_eq φ e hh, sample_eq χ e hh, separable_displaced _ _ _ _ _ hh]

end

end MergingReferenceEnergies
```

```lean
#print axioms MergingReferenceEnergies.det_tendsto_zero
-- 'MergingReferenceEnergies.det_tendsto_zero' depends on axioms: [propext, Classical.choice, Quot.sound]
#print axioms MergingReferenceEnergies.eventually_det_ne_zero
-- 'MergingReferenceEnergies.eventually_det_ne_zero' depends on axioms: [propext, Classical.choice, Quot.sound]
#print axioms MergingReferenceEnergies.sq_mul_inv_tendsto
-- 'MergingReferenceEnergies.sq_mul_inv_tendsto' depends on axioms: [propext, Classical.choice, Quot.sound]
#print axioms MergingReferenceEnergies.separable_tendsto
-- 'MergingReferenceEnergies.separable_tendsto' depends on axioms: [propext, Classical.choice, Quot.sound]
```

### How the Lean proof follows the algebra

`det_overlap` writes out the 2×2 determinant. `det_overlap_displaced` is the cancellation above: `simp only` expands the inner products by bilinearity and `ring` collects h². `sample_eq` supplies the exact rewriting of the second sample through its difference quotient.

In `det_div_sq_tendsto`, `hasDerivAt_iff_tendsto_slope_zero` turns each derivative into convergence of a difference quotient. Continuity of the determinant in the second pair (`hF`) carries this to the determinant, and `Tendsto.congr'` identifies the result with det B/h² for h ≠ 0. `det_tendsto_zero` multiplies that limit by h² → 0, and `eventually_det_ne_zero` uses the fact that a quantity with a nonzero limit is eventually nonzero.

For the inverse, `sq_mul_inv_tendsto` shows that each adjugate entry is continuous (`hc`), finds its limit (`hlim`), and multiplies by the limit of (det B/h²)⁻¹.

For the potential, `separable_pair` is the adjugate formula for V u. In `separable_displaced`, the equation `key` is the cancellation of the linear terms, proved by `module`, after which the two factors h² cancel. Finally, `separable_tendsto` proves continuity in the second pair (`hT`) and applies it to the difference quotients.

### Close energies in a pseudopotential generator

The result bears on generating norm-conserving two-projector potentials of the form V for a single channel, under the smoothness assumption above. An ultrasoft potential has a further term, containing the augmentation charges, which is not treated here. When h is small and ⟨φ,χ⟩ ≠ 0 at e, a code that forms B from radial integrals and inverts it subtracts nearly equal products. If also D ≠ 0, an error η in an overlap can produce a relative error of order η/h² in the determinant. The exact potential has a finite limit, but its computed coefficients may be poor.

Passing to the pairs (φ,δφ) and (χ,δχ) leaves V unchanged and gives an overlap matrix whose determinant tends to D. Forming δφ by subtraction still loses digits at small h; obtaining φ' and χ' from energy-differentiated equations avoids that subtraction and gives the merged-energy potential directly.

### The smallest space with D ≠ 0

In one dimension all vectors are multiples of a single vector, so det B = 0 for every h and D = 0. Two dimensions suffice for D ≠ 0. As a purely algebraic example, which does not come from a radial equation, take e = 0 and φ(t) = χ(t) = (1, t) in ℝ². Then

B(h) = [1, 1; 1, 1 + h²],  det B(h) = h²,  D = 1,

B(h)⁻¹ = h⁻² [1 + h², −1; −1, 1].

The inverse diverges, yet V is the identity for every h ≠ 0, and so is its limit. The h⁻² growth does depend on ⟨φ,χ⟩ ≠ 0 at e: if this overlap vanishes while D ≠ 0, the limit of h² B⁻¹ is the zero matrix and the inverse grows more slowly.
